# Purely imaginary roots of undamped gyroscopic systems with positive semidefinite stiffness

Let $M$, $G$ and $\Phi$ be real square matrices of the same finite size, with $M$ positive definite, $\Phi$ positive semidefinite and $G^T=-G$. Then every complex root $s$ of $\det(s^2M+sG+\Phi)$ has zero real part. The converse fails: for $M=I$, $\Phi=-kI$ with $k>0$, and $G=g\begin{pmatrix}0&1\\-1&0\end{pmatrix}$, the stiffness is negative definite, yet all roots are imaginary exactly when $g^2\ge 4k$.

## Velocity-dependent forces that do no work

Small displacements $u(t)$ about an equilibrium obey

$$M\ddot u+G\dot u+\Phi u=0 .$$

Positive definite $M$ means that every motion carries positive kinetic energy. Positive semidefinite $\Phi$ means that the harmonic potential energy decreases in no direction. The antisymmetric $G$ describes a Coriolis or magnetic force, whose power $-\dot u^TG\dot u$ vanishes. Friction would add a symmetric part to the velocity matrix and is excluded.

Inserting $u=e^{st}v$ gives $(s^2M+sG+\Phi)v=0$. A root with $\operatorname{Re}s>0$ is an exponentially growing mode, and $s=\mathrm i\omega$ with nonzero real $\omega$ is an oscillation.

In a finite harmonic model of nuclei in a magnetic field, the result says that an antisymmetric velocity coupling creates no exponentially growing mode at a minimum. The planar example shows that real frequencies in the presence of such a coupling do not establish that the stationary point is a minimum.

## Matrices and roots in Lean

The finite type `n` labels the displacement coordinates. `pencil M G Φ s` is the complex matrix $s^2M+sG+\Phi$, with the real entries mapped into ℂ, and a root is an `s` for which its determinant is zero. In `gyroscopic_roots_imaginary`, the hypotheses `M.PosDef` and `Φ.PosSemidef` include symmetry, and the conclusion `s.re = 0` counts $s=0$ as imaginary.

`planar_imaginary_iff` states the criterion `4 * k ≤ g ^ 2` for every real `k`. `converse_fails` takes `0 < k` and adds that the stiffness `(-k) • 1` is not positive semidefinite.

Two further theorems concern general systems. `no_growth_iff_imaginary` needs only symmetric $M$ and $\Phi$ and antisymmetric $G$: no root has positive real part exactly when all roots are imaginary. `growing_root_of_det_neg` says that if $\det M>0$ and $\det\Phi<0$, there is a positive real root for every real $G$.

These statements locate roots; they do not bound solutions. A repeated imaginary root can still allow growth linear in time, as happens in the planar example at $g^2=4k>0$, and a free particle drifts with $s=0$.

## Projection on a mode

At a root the matrix is singular, so there is a vector $v=x+\mathrm iy\neq0$ with $x,y$ real and $(s^2M+sG+\Phi)v=0$. For any real matrix $A$,

$$v^\dagger Av=x^TAx+y^TAy+\mathrm i\,(x^TAy-y^TAx).$$

The imaginary part vanishes for symmetric $A$, and the real part vanishes for antisymmetric $A$. Multiplying the mode equation by $v^\dagger$ therefore gives

$$ms^2+\mathrm i\gamma s+\varphi=0,$$

with $m=x^TMx+y^TMy>0$, $\varphi=x^T\Phi x+y^T\Phi y\ge0$ and $\gamma=x^TGy-y^TGx$.

Write $s=a+\mathrm ib$. The real and imaginary parts are

$$m(a^2-b^2)-\gamma b+\varphi=0,\qquad a(2mb+\gamma)=0 .$$

If $a\ne0$, then $\gamma=-2mb$, and the first equation becomes $m(a^2+b^2)+\varphi=0$. Multiplied by $4m$, it reads

$$(2ma)^2+\gamma^2+4m\varphi=0 .$$

This is impossible when $\gamma^2+4m\varphi\ge0$, which holds here because $m>0$ and $\varphi\ge0$. Hence $a=0$.

## Roots in pairs

For symmetric $M$ and $\Phi$ and antisymmetric $G$, the transpose of $s^2M-sG+\Phi$ is $s^2M+sG+\Phi$. The determinant is therefore even in $s$, and each decaying root $s$ comes with a growing root $-s$. If nothing grows, nothing decays either.

## A potential maximum in the plane

For the planar example,

$$\det\begin{pmatrix}s^2-k&gs\\-gs&s^2-k\end{pmatrix}=(s^2-k+\mathrm igs)(s^2-k-\mathrm igs).$$

Each factor is the scalar equation with $m=1$, $\gamma=\pm g$ and $\varphi=-k$, so $g^2\ge4k$ forces imaginary roots. If $g^2<4k$, put $r=\sqrt{4k-g^2}>0$ and $s=(r-\mathrm ig)/2$. Then

$$s^2+\mathrm igs=\frac{r^2-g^2}{4}-\frac{\mathrm irg}{2}+\frac{\mathrm irg}{2}+\frac{g^2}{2}=\frac{r^2+g^2}{4}=k,$$

so the first factor vanishes at a root with real part $r/2>0$.

## When no gyroscopic force suffices

Suppose that $\det M>0$ and $\det\Phi<0$. Let $N$ be the number of coordinates and $p(s)=\det(s^2M+sG+\Phi)$ for real $s$. Then $p(0)=\det\Phi<0$, while for $s>0$

$$p(s)=s^{2N}\det(M+s^{-1}G+s^{-2}\Phi),$$

which is positive for large $s$ because $\det M>0$. By continuity $p$ has a positive root. For symmetric $\Phi$, a negative determinant means an odd number of negative eigenvalues and no zero eigenvalue. The planar maximum has two negative eigenvalues and escapes this obstruction.

## The Lean file

```lean
import Mathlib

open Matrix

namespace GyroscopicDynamics

variable {n : Type*} [Fintype n] [DecidableEq n]

/-- The dynamical matrix `s² M + s G + Φ` obtained by inserting `exp (s t) v` into the
equation of motion `M u'' + G u' + Φ u = 0`. -/
def pencil (M G Φ : Matrix n n ℝ) (s : ℂ) : Matrix n n ℂ :=
  s ^ 2 • M.map Complex.ofReal + s • G.map Complex.ofReal + Φ.map Complex.ofReal

/-- The gyroscopic matrix of strength `g` in the plane, as for a Coriolis or magnetic force. -/
def planarGyro (g : ℝ) : Matrix (Fin 2) (Fin 2) ℝ := !![0, g; -g, 0]

/-- A root of `m s² + i γ s + φ = 0` with real coefficients is purely imaginary
if `m > 0` and `γ² + 4 m φ ≥ 0`. -/
theorem scalar_root_imaginary {m γ φ : ℝ} (hm : 0 < m) (hd : 0 ≤ γ ^ 2 + 4 * m * φ)
    {s : ℂ} (h : s ^ 2 * m + s * (γ * Complex.I) + φ = 0) : s.re = 0 := by
  have hr := congrArg Complex.re h
  have hi := congrArg Complex.im h
  simp only [pow_two, Complex.add_re, Complex.add_im, Complex.mul_re, Complex.mul_im,
    Complex.ofReal_re, Complex.ofReal_im, Complex.I_re, Complex.I_im, Complex.zero_re,
    Complex.zero_im] at hr hi
  by_contra ha
  have ha' : s.re ≠ 0 := ha
  -- the imaginary part fixes the frequency; the real part then equates to zero the sum of a
  -- positive square and the nonnegative number `γ² + 4 m φ`
  have hγ : γ = -2 * s.im * m := mul_left_cancel₀ ha' (by linear_combination hi)
  have e : (2 * s.re * m) ^ 2 + (γ ^ 2 + 4 * m * φ) = 0 := by
    linear_combination 4 * m * hr + (γ + 2 * s.im * m) * hγ
  have hp : 0 < (2 * s.re * m) ^ 2 := by positivity
  linarith

omit [DecidableEq n] in
/-- For a real matrix `A` and a complex displacement `x + i y`, the quadratic form of `A` has
real part `xAx + yAy` and imaginary part `xAy - yAx`. -/
theorem form_split (A : Matrix n n ℝ) (x y : n → ℝ) :
    star (fun i => (x i : ℂ) + y i * Complex.I) ⬝ᵥ
      (A.map Complex.ofReal *ᵥ fun i => (x i : ℂ) + y i * Complex.I) =
    ((x ⬝ᵥ A *ᵥ x + y ⬝ᵥ A *ᵥ y : ℝ) : ℂ) +
      ((x ⬝ᵥ A *ᵥ y - y ⬝ᵥ A *ᵥ x : ℝ) : ℂ) * Complex.I := by
  simp only [dotProduct, Matrix.mulVec, Finset.mul_sum, ← Finset.sum_add_distrib,
    ← Finset.sum_sub_distrib, Complex.ofReal_sum, Finset.sum_mul]
  refine Finset.sum_congr rfl fun i _ => Finset.sum_congr rfl fun j _ => ?_
  apply Complex.ext <;> simp
  ring

omit [DecidableEq n] in
/-- Exchanging the two vectors in a real bilinear form transposes its matrix. -/
theorem form_swap (A : Matrix n n ℝ) (x y : n → ℝ) :
    x ⬝ᵥ A *ᵥ y = y ⬝ᵥ Aᵀ *ᵥ x := by
  rw [Matrix.dotProduct_mulVec, ← Matrix.mulVec_transpose, dotProduct_comm]

/-- For positive definite mass matrix `M`, positive semidefinite force constants `Φ` and
antisymmetric gyroscopic matrix `G`, every root of `det (s² M + s G + Φ)` is purely imaginary. -/
theorem gyroscopic_roots_imaginary {M G Φ : Matrix n n ℝ} (hM : M.PosDef)
    (hG : Gᵀ = -G) (hΦ : Φ.PosSemidef) {s : ℂ} (hs : (pencil M G Φ s).det = 0) :
    s.re = 0 := by
  obtain ⟨v, hv0, hv⟩ := Matrix.exists_mulVec_eq_zero_iff.2 hs
  obtain ⟨x, y, rfl⟩ : ∃ x y : n → ℝ, v = fun i => (x i : ℂ) + y i * Complex.I :=
    ⟨fun i => (v i).re, fun i => (v i).im, funext fun i => (Complex.re_add_im _).symm⟩
  have hMt : Mᵀ = M :=
    (Matrix.conjTranspose_eq_transpose_of_trivial M).symm.trans hM.isHermitian.eq
  have hΦt : Φᵀ = Φ :=
    (Matrix.conjTranspose_eq_transpose_of_trivial Φ).symm.trans hΦ.isHermitian.eq
  have hMs : x ⬝ᵥ M *ᵥ y = y ⬝ᵥ M *ᵥ x := by rw [form_swap, hMt]
  have hΦs : x ⬝ᵥ Φ *ᵥ y = y ⬝ᵥ Φ *ᵥ x := by rw [form_swap, hΦt]
  -- gyroscopic forces do no work
  have hG0 : ∀ u : n → ℝ, u ⬝ᵥ G *ᵥ u = 0 := fun u => by
    have h := form_swap G u u
    rw [hG, Matrix.neg_mulVec, dotProduct_neg] at h
    linarith
  have hMp : ∀ u : n → ℝ, u ≠ 0 → 0 < u ⬝ᵥ M *ᵥ u := fun u hu => by
    simpa only [star_trivial] using hM.dotProduct_mulVec_pos hu
  have hΦp : ∀ u : n → ℝ, 0 ≤ u ⬝ᵥ Φ *ᵥ u := fun u => by
    simpa only [star_trivial] using hΦ.dotProduct_mulVec_nonneg u
  have hm : 0 < x ⬝ᵥ M *ᵥ x + y ⬝ᵥ M *ᵥ y := by
    by_cases hx : x = 0
    · have hy : y ≠ 0 := fun hy => hv0 (by funext i; simp [hx, hy])
      simpa [hx] using hMp y hy
    · by_cases hy : y = 0
      · simpa [hy] using hMp x hx
      · exact add_pos (hMp x hx) (hMp y hy)
  have hφ := add_nonneg (hΦp x) (hΦp y)
  -- project the equation of motion on the mode itself
  have h := congrArg (fun w => star (fun i => (x i : ℂ) + y i * Complex.I) ⬝ᵥ w) hv
  simp only [pencil, Matrix.add_mulVec, Matrix.smul_mulVec, dotProduct_add, dotProduct_smul,
    form_split, smul_eq_mul, dotProduct_zero] at h
  rw [hMs, hΦs, hG0 x, hG0 y] at h
  refine scalar_root_imaginary (γ := x ⬝ᵥ G *ᵥ y - y ⬝ᵥ G *ᵥ x) hm
    (add_nonneg (sq_nonneg _) (mul_nonneg (by linarith) hφ)) ?_
  push_cast at h ⊢
  linear_combination h

/-- For symmetric `M` and `Φ` and antisymmetric `G`, the determinant of the dynamical matrix
is even in `s`. -/
theorem det_pencil_neg {M G Φ : Matrix n n ℝ} (hM : Mᵀ = M) (hG : Gᵀ = -G) (hΦ : Φᵀ = Φ)
    (s : ℂ) : (pencil M G Φ (-s)).det = (pencil M G Φ s).det := by
  rw [← Matrix.det_transpose (pencil M G Φ (-s))]
  congr 1
  ext i j
  have h1 : M j i = M i j := congrFun (congrFun hM i) j
  have h2 : G j i = -G i j := congrFun (congrFun hG i) j
  have h3 : Φ j i = Φ i j := congrFun (congrFun hΦ i) j
  simp [pencil, h1, h2, h3]

/-- For symmetric `M` and `Φ` and antisymmetric `G`, no root has positive real part exactly
when all roots are purely imaginary. -/
theorem no_growth_iff_imaginary {M G Φ : Matrix n n ℝ} (hM : Mᵀ = M) (hG : Gᵀ = -G)
    (hΦ : Φᵀ = Φ) :
    (∀ s : ℂ, (pencil M G Φ s).det = 0 → s.re ≤ 0) ↔
      ∀ s : ℂ, (pencil M G Φ s).det = 0 → s.re = 0 := by
  refine ⟨fun h s hs => ?_, fun h s hs => (h s hs).le⟩
  have h1 := h (-s) (by rw [det_pencil_neg hM hG hΦ, hs])
  rw [Complex.neg_re] at h1
  linarith [h s hs]

/-- For unit masses in the plane with force constants `-k I` and gyroscopic strength `g`,
all roots are purely imaginary exactly when `g² ≥ 4 k`. -/
theorem planar_imaginary_iff (k g : ℝ) :
    (∀ s : ℂ, (pencil 1 (planarGyro g) ((-k) • 1) s).det = 0 → s.re = 0) ↔
      4 * k ≤ g ^ 2 := by
  have hdet : ∀ s : ℂ, (pencil 1 (planarGyro g) ((-k) • 1) s).det =
      (s ^ 2 - k + Complex.I * g * s) * (s ^ 2 - k - Complex.I * g * s) := fun s => by
    rw [Matrix.det_fin_two]
    simp [pencil, planarGyro]
    linear_combination (g : ℂ) ^ 2 * s ^ 2 * Complex.I_sq
  constructor
  · intro h
    by_contra hlt
    have hd : 0 < 4 * k - g ^ 2 := by linarith [not_le.1 hlt]
    have hr : ((√(4 * k - g ^ 2) : ℝ) : ℂ) ^ 2 = 4 * k - g ^ 2 := by
      exact_mod_cast Real.sq_sqrt hd.le
    have hpos := Real.sqrt_pos.2 hd
    generalize √(4 * k - g ^ 2) = r at hr hpos
    -- the explicit growing root
    have h1 := h (((r / 2 : ℝ) : ℂ) - ((g / 2 : ℝ) : ℂ) * Complex.I) (by
      rw [hdet]
      refine mul_eq_zero_of_left ?_ _
      push_cast
      linear_combination (1 / 4 : ℂ) * hr - (g : ℂ) ^ 2 / 4 * Complex.I_sq)
    simp only [Complex.sub_re, Complex.mul_re, Complex.ofReal_re, Complex.ofReal_im,
      Complex.I_re, Complex.I_im] at h1
    linarith
  · intro hg s hs
    rw [hdet] at hs
    rcases mul_eq_zero.1 hs with h | h
    · refine scalar_root_imaginary (m := 1) (γ := g) (φ := -k) one_pos (by linarith) ?_
      push_cast
      linear_combination h
    · refine scalar_root_imaginary (m := 1) (γ := -g) (φ := -k) one_pos (by nlinarith) ?_
      push_cast
      linear_combination h

/-- For `k > 0` and `g² ≥ 4 k` the planar system has only purely imaginary roots although its
force-constant matrix `-k I` is not positive semidefinite. -/
theorem converse_fails {k g : ℝ} (hk : 0 < k) (hg : 4 * k ≤ g ^ 2) :
    (∀ s : ℂ, (pencil 1 (planarGyro g) ((-k) • 1) s).det = 0 → s.re = 0) ∧
      ¬ ((-k) • (1 : Matrix (Fin 2) (Fin 2) ℝ)).PosSemidef := by
  refine ⟨(planar_imaginary_iff k g).2 hg, fun h => ?_⟩
  have h1 := h.dotProduct_mulVec_nonneg ![1, 0]
  simp [Matrix.mulVec, dotProduct, Fin.sum_univ_succ] at h1
  linarith

/-- If `det M > 0` and `det Φ < 0`, then for every real matrix `G` the determinant of the
dynamical matrix has a positive real root. -/
theorem growing_root_of_det_neg {M Φ : Matrix n n ℝ} (hM : 0 < M.det) (hΦ : Φ.det < 0)
    (G : Matrix n n ℝ) : ∃ s : ℝ, 0 < s ∧ (pencil M G Φ (s : ℂ)).det = 0 := by
  have hf : Continuous fun u : ℝ => (M + u • G + u ^ 2 • Φ).det :=
    Continuous.matrix_det (by fun_prop)
  have hF : Continuous fun s : ℝ => (s ^ 2 • M + s • G + Φ).det :=
    Continuous.matrix_det (by fun_prop)
  -- at large s = 1/u the inertia term dominates
  have hn : {u : ℝ | 0 < (M + u • G + u ^ 2 • Φ).det} ∈ nhds (0 : ℝ) :=
    (isOpen_lt continuous_const hf).mem_nhds (by simpa using hM)
  obtain ⟨ε, hε, hb⟩ := Metric.mem_nhds_iff.1 hn
  obtain ⟨u, hu, hfu⟩ : ∃ u : ℝ, 0 < u ∧ 0 < (M + u • G + u ^ 2 • Φ).det := by
    refine ⟨ε / 2, by positivity, hb ?_⟩
    rw [Metric.mem_ball, Real.dist_eq, sub_zero, abs_of_pos (by positivity)]
    linarith
  have hscale : (u⁻¹) ^ 2 • M + u⁻¹ • G + Φ = (u⁻¹) ^ 2 • (M + u • G + u ^ 2 • Φ) := by
    ext i j
    simp only [Matrix.add_apply, Matrix.smul_apply, smul_eq_mul]
    field_simp
  have hend : 0 < ((u⁻¹) ^ 2 • M + u⁻¹ • G + Φ).det := by
    rw [hscale, Matrix.det_smul]
    positivity
  have hstart : ((0 : ℝ) ^ 2 • M + (0 : ℝ) • G + Φ).det < 0 := by simpa using hΦ
  -- the determinant changes sign between s = 0 and s = 1/u
  obtain ⟨s, hs, h0⟩ := intermediate_value_Icc (inv_pos.2 hu).le hF.continuousOn
    ⟨hstart.le, hend.le⟩
  have h0' : (s ^ 2 • M + s • G + Φ).det = 0 := h0
  have hs0 : s ≠ 0 := by
    rintro rfl
    exact hstart.ne h0'
  refine ⟨s, lt_of_le_of_ne hs.1 hs0.symm, ?_⟩
  have hmap : pencil M G Φ (s : ℂ) =
      Complex.ofRealHom.mapMatrix (s ^ 2 • M + s • G + Φ) := by
    ext i j
    simp [pencil]
  rw [hmap, ← RingHom.map_det, h0', map_zero]

end GyroscopicDynamics
```

```lean
#print axioms GyroscopicDynamics.gyroscopic_roots_imaginary
#print axioms GyroscopicDynamics.no_growth_iff_imaginary
#print axioms GyroscopicDynamics.converse_fails
#print axioms GyroscopicDynamics.growing_root_of_det_neg
```

```
'GyroscopicDynamics.gyroscopic_roots_imaginary' depends on axioms: [propext, Classical.choice, Quot.sound]
'GyroscopicDynamics.no_growth_iff_imaginary' depends on axioms: [propext, Classical.choice, Quot.sound]
'GyroscopicDynamics.converse_fails' depends on axioms: [propext, Classical.choice, Quot.sound]
'GyroscopicDynamics.growing_root_of_det_neg' depends on axioms: [propext, Classical.choice, Quot.sound]
```

## From null vectors to sign changes

`scalar_root_imaginary` separates the complex equation into `hr` and `hi`. Assuming a nonzero real part, it cancels that factor to obtain `hγ`; `linear_combination` then gives `e`, in which a positive square plus the nonnegative number $\gamma^2+4m\varphi$ equals zero, a contradiction.

`form_split` proves the formula for $v^\dagger Av$ entry by entry, and `form_swap` exchanges the two vectors by transposing the matrix. In the main theorem, `Matrix.exists_mulVec_eq_zero_iff` supplies the null vector. The swap gives the symmetry of the $M$ and $\Phi$ forms and, in `hG0`, the vanishing of $u^TGu$. The case split in `hm` covers modes with $x=0$ or $y=0$. The projected equation `h` then goes to the scalar lemma.

`det_pencil_neg` carries out the transposition, and `no_growth_iff_imaginary` applies the no-growth hypothesis to both $s$ and $-s$.

In `planar_imaginary_iff`, `hdet` is the factorisation. One direction inserts the explicit growing root, and the other applies the scalar lemma to each factor. `converse_fails` tests the stiffness on the vector $(1,0)$, where semidefiniteness would require $-k\ge0$.

`growing_root_of_det_neg` handles large $s$ through $u=1/s$. Continuity at $u=0$ gives a positive `u` at which $\det(M+uG+u^2\Phi)>0$, and `hscale` carries this sign back to $s=1/u$. `intermediate_value_Icc` finds the zero, the negative value at $s=0$ makes it strictly positive, and `hmap` transfers it to the complex determinant.
